# Discarding Hermitian Cholesky fields at fixed one-body part never raises the ground energy

Let $h$ and $v_0,\dots,v_{M-1}$ be Hermitian operators on a finite-dimensional complex Hilbert space $\mathcal H\neq\{0\}$. For $K\le M$, let $E_K$ be the lowest eigenvalue of $h+\tfrac12\sum_{g<K}v_g^2$. Then

$$0\;\le\;E_M-E_K\;\le\;\frac12\sum_{g=K}^{M-1}\|v_g\|^2 ,$$

where $\|\cdot\|$ is the operator norm on $\mathcal H$. Truncation can only lower the ground energy or leave it unchanged, and the discarded fields limit how far it falls.

## Two trial states bracket the error

The order of the fields plays no role, so let $S\subseteq T$ be finite sets of field labels. Write

$$H_S=h+\frac12\sum_{g\in S}v_g^2,$$

with lowest eigenvalue $E_S$, and likewise $H_T$ and $E_T$. The ordered statement is the case $S=\{0,\dots,K-1\}$, $T=\{0,\dots,M-1\}$.

The first ingredient is the variational principle. A Hermitian operator $A$ has an orthonormal eigenbasis $u_n$ with real eigenvalues $a_n$, the lowest being $a_0$. For $x=\sum_n c_nu_n$,

$$\langle x,Ax\rangle=\sum_n a_n|c_n|^2\ge a_0\sum_n|c_n|^2=a_0\|x\|^2 .$$

The second is that the square of a Hermitian field has a non-negative expectation:

$$\langle x,v_g^2x\rangle=\langle v_gx,v_gx\rangle=\|v_gx\|^2 .$$

Since $h$ is the same in both Hamiltonians, their expectations differ only by the discarded fields:

$$\langle x,H_Tx\rangle=\langle x,H_Sx\rangle+\frac12\sum_{g\in T\setminus S}\|v_gx\|^2 .$$

Now let $\varphi$ be a normalised ground state of $H_T$ and use it as a trial state for $H_S$:

$$E_T=\langle\varphi,H_T\varphi\rangle\ge E_S+\frac12\sum_{g\in T\setminus S}\|v_g\varphi\|^2 .$$

Conversely, let $\psi$ be a normalised ground state of $H_S$ and use it as a trial state for $H_T$:

$$E_T\le\langle\psi,H_T\psi\rangle=E_S+\frac12\sum_{g\in T\setminus S}\|v_g\psi\|^2 .$$

The first inequality gives $E_T-E_S\ge0$. In the second, $\|v_g\psi\|\le\|v_g\|\,\|\psi\|=\|v_g\|$ gives the norm bound.

The norm bound is an equality if $v_g^2=\|v_g\|^2\,\mathbb 1$ for every discarded field, as for a multiple of a Pauli matrix. Then $\|v_g\varphi\|^2=\langle\varphi,v_g^2\varphi\rangle=\|v_g\|^2$, so the lower bound from $\varphi$ already equals the upper bound.

## Which Hamiltonian and which norm

In auxiliary-field Monte Carlo with a finite orbital basis, the electron repulsion is commonly written, up to a one-body term, as $\tfrac12\sum_g v_g^2$, where the one-body operators $v_g$ are built from Cholesky vectors of the repulsion integrals. For Hermitian $v_g$, the result bounds the change in the exact ground energy of the Hamiltonian when some of these squares are dropped at fixed $h$. It says nothing about the phaseless constraint, the time step or the statistical error.

Holding $h$ fixed is a real condition. Writing the repulsion as a sum of squares produces a one-body correction from reordering the creation and annihilation operators. If that correction is recomputed from the truncated Cholesky vectors, $h$ changes and the bound does not apply.

The norm is that of $v_g$ as an operator on $\mathcal H$. If $\mathcal H$ is a many-electron space, this is in general different from the norm of the matrix of $v_g$ between orbitals. Hermiticity of the fields matters too: being normal is not enough, since $v=i\,\mathbb 1$ has $v^2=-\mathbb 1$, and discarding it raises the energy by $\tfrac12$.

## Operators, expectations and the ground energy

In the code the Hilbert space $\mathcal H$ is called `H`, and the type `ι` holds the field labels.

In Lean 4 with Mathlib:

```lean
import Mathlib

open scoped InnerProductSpace

namespace CholeskyTruncation

noncomputable section

variable {H : Type*} [NormedAddCommGroup H] [InnerProductSpace ℂ H] {ι : Type*}
```

Operators have type `H →L[ℂ] H`, the continuous linear maps. In finite dimension these are all the linear maps, and a choice of orthonormal basis turns them into matrices. `Hermitian` is the usual condition $\langle Ax,y\rangle=\langle x,Ay\rangle$.

```lean
/-- An operator is Hermitian if it can be moved across the inner product. -/
def Hermitian (A : H →L[ℂ] H) : Prop := ∀ x y : H, ⟪A x, y⟫_ℂ = ⟪x, A y⟫_ℂ
```

The inner product is conjugate-linear in its first argument, as in bra-ket notation. The next definition does not divide by the norm: for Hermitian $A$ and $x\ne0$ the normalised expectation value is `expectation A x` divided by $\|x\|^2$.

```lean
/-- The real part of `⟨x, A x⟩`, for a state `x` that need not be normalised. -/
def expectation (A : H →L[ℂ] H) (x : H) : ℝ := (⟪x, A x⟫_ℂ).re
```

An energy level is a real number with a non-zero eigenvector. For a Hermitian operator every eigenvalue is real, so none is missed.

```lean
/-- The real eigenvalues of an operator. -/
def energyLevels (A : H →L[ℂ] H) : Set ℝ :=
  {E | ∃ ψ : H, ψ ≠ 0 ∧ A ψ = (E : ℂ) • ψ}
```

The ground energy is defined as an infimum. That it is an actual lowest eigenvalue is proved below, in `variational`.

```lean
/-- The ground energy: the infimum of the real eigenvalues, meant for Hermitian operators
on a non-trivial finite-dimensional space. -/
def groundEnergy (A : H →L[ℂ] H) : ℝ := sInf (energyLevels A)
```

The Hamiltonian depends on the set `S` of kept fields, while `h` is a separate argument that does not change with `S`. This is how the fixed one-body part enters.

```lean
/-- The Hamiltonian `h + (1/2) ∑ v_g²` with the fields `g` in `S` kept. -/
def hamiltonian (h : H →L[ℂ] H) (v : ι → H →L[ℂ] H) (S : Finset ι) : H →L[ℂ] H :=
  h + (1 / 2 : ℂ) • ∑ g ∈ S, v g ^ 2
```

Written out on a state, each square is a double application of the field.

```lean
/-- The action of the Hamiltonian on a state: each kept field acts twice. -/
lemma hamiltonian_apply (h : H →L[ℂ] H) (v : ι → H →L[ℂ] H) (S : Finset ι) (x : H) :
    hamiltonian h v S x = h x + (1 / 2 : ℂ) • ∑ g ∈ S, v g (v g x) := by
  have hsq : ∀ g, (v g ^ 2) x = v g (v g x) := fun g => by rw [pow_two]; rfl
  simp only [hamiltonian, add_apply, smul_apply, sum_apply, hsq]
```

On an eigenvector with eigenvalue $E$, the unnormalised expectation is $E\|x\|^2$, hence $E$ for a normalised state.

```lean
/-- If `A x = E x` with `E` real, the expectation of `A` in `x` is `E ‖x‖²`. -/
lemma expectation_eigen {A : H →L[ℂ] H} {E : ℝ} {x : H} (hx : A x = (E : ℂ) • x) :
    expectation A x = E * ‖x‖ ^ 2 := by
  have hn : (⟪x, x⟫_ℂ).re = ‖x‖ ^ 2 := inner_self_eq_norm_sq (𝕜 := ℂ) x
  rw [expectation, hx, inner_smul_right, Complex.re_ofReal_mul, hn]
```

## Hermiticity and the contribution of each field

To show that $H_S$ is Hermitian, the proof moves each $v_g$ across the inner product twice. The prefactor $\tfrac12$ is real, so complex conjugation leaves it alone.

```lean
/-- The Hamiltonian is Hermitian if the one-body part and all fields are. -/
lemma hamiltonian_hermitian {h : H →L[ℂ] H} {v : ι → H →L[ℂ] H} (hh : Hermitian h)
    (hv : ∀ g, Hermitian (v g)) (S : Finset ι) : Hermitian (hamiltonian h v S) := by
  intro x y
  have hr : (1 / 2 : ℂ) = ((1 / 2 : ℝ) : ℂ) := by norm_num
  have hc : (starRingEnd ℂ) (1 / 2 : ℂ) = 1 / 2 := by rw [hr, Complex.conj_ofReal]
  have hg : ∀ g, ⟪v g (v g x), y⟫_ℂ = ⟪x, v g (v g y)⟫_ℂ := fun g => by
    rw [hv g, hv g]
  rw [hamiltonian_apply, hamiltonian_apply, inner_add_left, inner_add_right,
    inner_smul_left, inner_smul_right, sum_inner, inner_sum, hh x y, hc]
  simp only [hg]
```

The next lemma is the identity $\langle x,v_g^2x\rangle=\|v_gx\|^2$ summed over the kept fields. Inside the proof, `hg` moves one factor of $v_g$ to the left and recognises a squared norm.

```lean
/-- Each kept Hermitian field adds `‖v_g x‖² / 2` to the expectation of the one-body part. -/
lemma expectation_hamiltonian (h : H →L[ℂ] H) {v : ι → H →L[ℂ] H}
    (hv : ∀ g, Hermitian (v g)) (S : Finset ι) (x : H) :
    expectation (hamiltonian h v S) x
      = expectation h x + 1 / 2 * ∑ g ∈ S, ‖v g x‖ ^ 2 := by
  have hc : (1 / 2 : ℂ) = ((1 / 2 : ℝ) : ℂ) := by norm_num
  have hg : ∀ g, (⟪x, v g (v g x)⟫_ℂ).re = ‖v g x‖ ^ 2 := fun g => by
    rw [← hv g x (v g x)]
    exact inner_self_eq_norm_sq (𝕜 := ℂ) _
  rw [expectation, hamiltonian_apply, inner_add_right, inner_smul_right, inner_sum, hc,
    Complex.add_re, Complex.re_ofReal_mul, Complex.re_sum]
  simp only [hg, expectation]
```

## The lowest eigenvalue as a Rayleigh minimum

From here on the space is finite-dimensional and non-trivial. The theorem `variational` has two parts: the ground energy is the least element of the set of energy levels, and $a_0\|x\|^2\le\langle x,Ax\rangle$ for every $x$, with $a_0$ the ground energy of $A$.

The proof replaces the eigenbasis expansion by the Rayleigh quotient `q`, which is $\langle Ay,y\rangle/\|y\|^2$ on non-zero vectors. Mathlib supplies the fact that its infimum is an eigenvalue. The step `hb` uses the Cauchy–Schwarz inequality to bound the quotient below by $-\|A\|$, so the infimum really lies below each of its values. This yields the inequality `hle`, with $x=0$ treated separately. Applied to an eigenvector, `hle` shows that no eigenvalue is smaller than the infimum, which is therefore the ground energy.

```lean
variable [FiniteDimensional ℂ H] [Nontrivial H]

/-- Variational principle: for a Hermitian operator on a non-trivial finite-dimensional
space the ground energy is the lowest eigenvalue, and no state has an expectation below
the ground energy times its squared norm. -/
theorem variational {A : H →L[ℂ] H} (hA : Hermitian A) :
    IsLeast (energyLevels A) (groundEnergy A) ∧
    ∀ x, groundEnergy A * ‖x‖ ^ 2 ≤ expectation A x := by
  have hs : (A : H →ₗ[ℂ] H).IsSymmetric := fun x y => hA x y
  let q : {y : H // y ≠ 0} → ℝ := fun y => (⟪A y, (y : H)⟫_ℂ).re / ‖(y : H)‖ ^ 2
  -- the infimum of the Rayleigh quotient is an eigenvalue
  obtain ⟨ψ, hψ⟩ := hs.hasEigenvalue_iInf_of_finiteDimensional.exists_hasEigenvector
  have hμ : (⨅ y, q y) ∈ energyLevels A := ⟨ψ, hψ.2, hψ.apply_eq_smul⟩
  -- the quotient is bounded below by minus the operator norm
  have hb : BddBelow (Set.range q) := by
    refine ⟨-‖A‖, ?_⟩
    rintro _ ⟨y, rfl⟩
    have hy : 0 < ‖(y : H)‖ := norm_pos_iff.mpr y.2
    change -‖A‖ ≤ (⟪A y, (y : H)⟫_ℂ).re / ‖(y : H)‖ ^ 2
    rw [le_div_iff₀ (by positivity)]
    have h1 := (abs_le.mp (Complex.abs_re_le_norm ⟪A y, (y : H)⟫_ℂ)).1
    have h2 := norm_inner_le_norm (𝕜 := ℂ) (A y) (y : H)
    have h3 := mul_le_mul_of_nonneg_right (A.le_opNorm (y : H)) hy.le
    nlinarith
  have hle : ∀ x, (⨅ y, q y) * ‖x‖ ^ 2 ≤ expectation A x := by
    intro x
    by_cases hx : x = 0
    · simp [hx, expectation]
    have hxn : 0 < ‖x‖ := norm_pos_iff.mpr hx
    have h1 : (⨅ y, q y) ≤ (⟪A x, x⟫_ℂ).re / ‖x‖ ^ 2 := ciInf_le hb ⟨x, hx⟩
    rw [le_div_iff₀ (by positivity)] at h1
    rw [expectation, ← hA x x]
    exact h1
  have hl : IsLeast (energyLevels A) (⨅ y, q y) := by
    refine ⟨hμ, ?_⟩
    rintro E ⟨φ, hφ, e⟩
    have hn : 0 < ‖φ‖ := norm_pos_iff.mpr hφ
    have h1 := hle φ
    rw [expectation_eigen e] at h1
    exact le_of_mul_le_mul_right h1 (by positivity)
  have he : groundEnergy A = ⨅ y, q y := hl.csInf_eq
  rw [he]
  exact ⟨hl, hle⟩
```

Dividing an eigenvector by its norm gives a normalised ground state. It need not be unique, and the later arguments work with any choice.

```lean
/-- A Hermitian operator on a non-trivial finite-dimensional space has a normalised
ground state. -/
lemma exists_groundState {A : H →L[ℂ] H} (hA : Hermitian A) :
    ∃ ψ : H, ‖ψ‖ = 1 ∧ A ψ = (groundEnergy A : ℂ) • ψ := by
  obtain ⟨ψ, h0, hψ⟩ := (variational hA).1.1
  refine ⟨((‖ψ‖ : ℂ)⁻¹) • ψ, norm_smul_inv_norm h0, ?_⟩
  rw [map_smul, hψ, smul_comm]
```

## Error bounds for arbitrary sets of fields

`error_bracket` states the two trial-state inequalities. Its hypotheses `hφ` and `hψ` say that $\varphi$ and $\psi$ are ground states of $H_T$ and $H_S$, and `T \ S` is the set of discarded fields.

In the proof, `a1` is the variational inequality for $H_S$ in the state $\varphi$, and `a2` is the eigenvalue equation $\langle\varphi,H_T\varphi\rangle=E_T$. Both are rewritten with the formula for the expectation of the Hamiltonian. Then `a3` splits the sum over $T$ into kept and discarded fields. The steps `b1`, `b2` and `b3` do the same for $\psi$ with the two Hamiltonians exchanged, and `linarith` combines the linear relations.

```lean
variable [DecidableEq ι] {h : H →L[ℂ] H} {v : ι → H →L[ℂ] H} {S T : Finset ι}

/-- For Hermitian `h` and `v_g`, the truncation error lies between half the sums of
`‖v_g φ‖²` and of `‖v_g ψ‖²` over the discarded fields, with `φ` and `ψ` normalised ground
states of the full and of the truncated Hamiltonian. -/
theorem error_bracket (hh : Hermitian h) (hv : ∀ g, Hermitian (v g)) (hST : S ⊆ T)
    {φ ψ : H} (hφ1 : ‖φ‖ = 1) (hψ1 : ‖ψ‖ = 1)
    (hφ : hamiltonian h v T φ = (groundEnergy (hamiltonian h v T) : ℂ) • φ)
    (hψ : hamiltonian h v S ψ = (groundEnergy (hamiltonian h v S) : ℂ) • ψ) :
    1 / 2 * ∑ g ∈ T \ S, ‖v g φ‖ ^ 2
      ≤ groundEnergy (hamiltonian h v T) - groundEnergy (hamiltonian h v S) ∧
    groundEnergy (hamiltonian h v T) - groundEnergy (hamiltonian h v S)
      ≤ 1 / 2 * ∑ g ∈ T \ S, ‖v g ψ‖ ^ 2 := by
  -- each ground state serves as trial state for the other Hamiltonian
  have a1 := (variational (hamiltonian_hermitian hh hv S)).2 φ
  have a2 := expectation_eigen hφ
  have b1 := (variational (hamiltonian_hermitian hh hv T)).2 ψ
  have b2 := expectation_eigen hψ
  rw [expectation_hamiltonian h hv, hφ1] at a1 a2
  rw [expectation_hamiltonian h hv, hψ1] at b1 b2
  have a3 := Finset.sum_sdiff (f := fun g => ‖v g φ‖ ^ 2) hST
  have b3 := Finset.sum_sdiff (f := fun g => ‖v g ψ‖ ^ 2) hST
  constructor <;> linarith
```

In `truncation_error` the ground states are no longer hypotheses, because `exists_groundState` provides them. The lower half of the bracket is a sum of squares and hence non-negative. In the upper half, `hb` replaces each $\|v_g\psi\|$ by $\|v_g\|$, and `gcongr` carries this through the squares and the sum.

```lean
/-- Discarding Hermitian fields at fixed Hermitian one-body part never raises the ground
energy, and lowers it by at most half the sum of the squared operator norms discarded. -/
theorem truncation_error (hh : Hermitian h) (hv : ∀ g, Hermitian (v g)) (hST : S ⊆ T) :
    0 ≤ groundEnergy (hamiltonian h v T) - groundEnergy (hamiltonian h v S) ∧
    groundEnergy (hamiltonian h v T) - groundEnergy (hamiltonian h v S)
      ≤ 1 / 2 * ∑ g ∈ T \ S, ‖v g‖ ^ 2 := by
  obtain ⟨φ, hφ1, hφ⟩ := exists_groundState (hamiltonian_hermitian hh hv T)
  obtain ⟨ψ, hψ1, hψ⟩ := exists_groundState (hamiltonian_hermitian hh hv S)
  obtain ⟨hlo, hup⟩ := error_bracket hh hv hST hφ1 hψ1 hφ hψ
  refine ⟨le_trans (by positivity) hlo, hup.trans ?_⟩
  have hb : ∀ g, ‖v g ψ‖ ≤ ‖v g‖ := fun g => by
    have := (v g).le_opNorm ψ
    rwa [hψ1, mul_one] at this
  gcongr with g hg
  exact hb g
```

## The ordered truncation and a case of equality

For ordered fields, `Finset.range K` is $\{0,\dots,K-1\}$ and `Finset.Ico K M` is $\{K,\dots,M-1\}$, which gives the statement at the top. The fields form an infinite sequence `w` of Hermitian operators, but only the first $M$ enter; a finite list can be continued by zeros. The proof identifies the discarded set with the tail and applies `truncation_error`.

```lean
/-- Keeping the first `K` of `M` Hermitian Cholesky fields, with the Hermitian one-body
part fixed, lowers the ground energy by between zero and half the sum of the squared norms
of the tail. -/
theorem cholesky_truncation {w : ℕ → H →L[ℂ] H} (hh : Hermitian h)
    (hw : ∀ g, Hermitian (w g)) {K M : ℕ} (hKM : K ≤ M) :
    0 ≤ groundEnergy (hamiltonian h w (Finset.range M))
        - groundEnergy (hamiltonian h w (Finset.range K)) ∧
    groundEnergy (hamiltonian h w (Finset.range M))
        - groundEnergy (hamiltonian h w (Finset.range K))
      ≤ 1 / 2 * ∑ g ∈ Finset.Ico K M, ‖w g‖ ^ 2 := by
  have hset : Finset.range M \ Finset.range K = Finset.Ico K M := by
    ext g
    simp only [Finset.mem_sdiff, Finset.mem_range, Finset.mem_Ico]
    omega
  rw [← hset]
  refine truncation_error hh hw fun g hg => ?_
  rw [Finset.mem_range] at hg ⊢
  omega
```

The last theorem gives a sufficient condition for equality in the norm bound. Its hypothesis `hs` says that each discarded field squares to $\|v_g\|^2$ times the identity, so that discarding these fields merely shifts the Hamiltonian by a constant. The step `h2` computes $\|v_g\varphi\|^2=\|v_g\|^2$ for the full ground state. The lower half of the bracket then meets the upper bound, and `le_antisymm` turns the two inequalities into an equality.

```lean
/-- For Hermitian `h` and `v_g`, the norm bound is attained when every discarded field
squares to its squared norm times the identity. -/
theorem bound_attained (hh : Hermitian h) (hv : ∀ g, Hermitian (v g)) (hST : S ⊆ T)
    (hs : ∀ g ∈ T \ S, v g ^ 2 = ((‖v g‖ ^ 2 : ℝ) : ℂ) • (1 : H →L[ℂ] H)) :
    groundEnergy (hamiltonian h v T) - groundEnergy (hamiltonian h v S)
      = 1 / 2 * ∑ g ∈ T \ S, ‖v g‖ ^ 2 := by
  obtain ⟨φ, hφ1, hφ⟩ := exists_groundState (hamiltonian_hermitian hh hv T)
  obtain ⟨ψ, hψ1, hψ⟩ := exists_groundState (hamiltonian_hermitian hh hv S)
  have h1 := (error_bracket hh hv hST hφ1 hψ1 hφ hψ).1
  -- over the discarded fields, `‖v g φ‖²` and `‖v g‖²` have the same sum
  have h2 : ∑ g ∈ T \ S, ‖v g φ‖ ^ 2 = ∑ g ∈ T \ S, ‖v g‖ ^ 2 := by
    refine Finset.sum_congr rfl fun g hg => ?_
    have e : (v g ^ 2) φ = ((‖v g‖ ^ 2 : ℝ) : ℂ) • φ := by rw [hs g hg]; rfl
    have k : expectation (v g ^ 2) φ = ‖v g φ‖ ^ 2 := by
      have hsq : (v g ^ 2) φ = v g (v g φ) := by rw [pow_two]; rfl
      rw [expectation, hsq, ← hv g φ (v g φ)]
      exact inner_self_eq_norm_sq (𝕜 := ℂ) _
    rw [← k, expectation_eigen e, hφ1]
    ring
  rw [h2] at h1
  exact le_antisymm (truncation_error hh hv hST).2 h1

end

end CholeskyTruncation
```

```lean
#print axioms CholeskyTruncation.cholesky_truncation
#print axioms CholeskyTruncation.bound_attained
```

```
'CholeskyTruncation.cholesky_truncation' depends on axioms: [propext, Classical.choice, Quot.sound]
'CholeskyTruncation.bound_attained' depends on axioms: [propext, Classical.choice, Quot.sound]
```
